# Near a point nucleus, the first shape coefficient of a regular Dirac–Coulomb s function is affine in the energy

A regular solution is taken here to be a pair of radial functions $P=r^g f$ and $Q=r^g q$, with $f$ and $q$ analytic at $r=0$ and $f(0)\neq0$, that satisfies the coupled Dirac equations at all sufficiently small $r>0$. The relations between the first two series coefficients are derived from these equations.

$P/r$ and $Q/r$ are the radial parts of the large and small components for $\kappa=-1$ (s-type). In atomic units $c$ is the speed of light, $Z$ the nuclear charge, $z=Z/c$ and $g=\sqrt{1-z^2}$. The potential is $-zc/r=-Z/r$, and $E$ is measured from the rest energy. Write $p_0=f(0)$, $p_1=f'(0)$, $q_0=q(0)$, $q_1=q'(0)$.

## The affine law and its slope

For $0<z<1$ and $c>0$, every regular solution satisfies

$$\frac{p_1}{p_0}=K+SE,\qquad K=\frac{2c(g+2)(g-1)}{z(2g+1)},\qquad S=-\frac{1-g+2z^2}{zc(2g+1)},$$

with $S<0$ and $|S|\le 3z/c$. For two energies, the first coefficients of the normalised shapes $f/f(0)$ therefore differ by at most $(3z/c)|E_1-E_2|$. Since $|K|\ge zc$, this is at most $3|E_1-E_2|/c^2$ relative to $|K|$, so two s shapes in the same pure Coulomb field nearly agree to first order in $r$ when their energies differ by much less than $c^2$.

## Starting an outward integration

A radial Dirac solver that starts from a two-term series at a point nucleus needs $p_1/p_0$ at each trial energy; for a pure Coulomb potential, the law gives that value and its exact change when $E$ is updated.

## Eliminating the small component

The radial equations are

$$P'=\frac{P}{r}+\frac{E+2c^2+zc/r}{c}\,Q,\qquad Q'=-\frac{Q}{r}-\frac{E+zc/r}{c}\,P.$$

Insert $P=r^gf$, $Q=r^gq$ and divide by $r^{g-1}$:

$$rf'+(g-1)f=\Big(\frac{E+2c^2}{c}\,r+z\Big)q,\qquad rq'+(g+1)q=-\Big(\frac{E}{c}\,r+z\Big)f.$$

At order zero the first equation gives $(g-1)p_0=zq_0$. The second gives $(g+1)q_0=-zp_0$, which is equivalent because $g^2=1-z^2$. At order one,

$$gp_1=\frac{E+2c^2}{c}\,q_0+zq_1,\qquad (g+2)q_1=-\frac{E}{c}\,p_0-zp_1.$$

Multiply the first of these by $g+2$ and substitute for $q_1$ and $q_0$. Since $g(g+2)+z^2=2g+1$,

$$(2g+1)p_1=\left[\frac{(g+2)(g-1)(E+2c^2)}{zc}-\frac{zE}{c}\right]p_0.$$

Now $(g+2)(g-1)=-(1-g+z^2)$, so collecting the terms in $E$ gives $S$, and the rest is $K$.

For the bound, $0<g<1$ gives $g^2<g$, hence $1-g<1-g^2=z^2$. The numerator of $|S|$ is positive and at most $3z^2$, while $2g+1\ge1$. Thus $|S|\le3z^2/(zc)=3z/c$. For the intercept, $z^2=(1-g)(1+g)$ gives $|K|-zc=\dfrac{c(1-g)^2(2g+3)}{z(2g+1)}>0$, so $|K|\ge zc$; this lower bound is not part of the Lean file.

## The Lean file

```lean
import Mathlib

open Filter Topology

namespace DiracCoulombNucleus

noncomputable section

/-- The exponent `g = √(1 - z²)` of the radial functions at a point nucleus, for `|z| ≤ 1`. -/
def exponent (z : ℝ) : ℝ := √(1 - z ^ 2)

/-- The radial Dirac equations for `κ = -1` in the potential `-z c / r`, required at all
sufficiently small `r > 0`; `E` is measured from the rest energy, and `c ≠ 0`. -/
def RadialDirac (c z E : ℝ) (P Q : ℝ → ℝ) : Prop :=
  ∀ᶠ r in 𝓝[>] (0 : ℝ),
    HasDerivAt P (P r / r + (E + 2 * c ^ 2 + z * c / r) / c * Q r) r ∧
    HasDerivAt Q (-(Q r) / r - (E + z * c / r) / c * P r) r

/-- A regular s-type solution: `P = r^g f` and `Q = r^g q` solve the radial Dirac equations near
the nucleus, with `f` and `q` analytic at `r = 0` and `f 0 ≠ 0`. -/
structure RegularSolution (c z E : ℝ) (f q : ℝ → ℝ) : Prop where
  large_analytic : AnalyticAt ℝ f 0
  small_analytic : AnalyticAt ℝ q 0
  leading_ne : f 0 ≠ 0
  radial : RadialDirac c z E (fun r => r ^ exponent z * f r) (fun r => r ^ exponent z * q r)

/-- The slope `-(1 - g + 2z²) / (z c (2g + 1))` of `p1/p0` as a function of the energy, for
`0 < |z| ≤ 1` and `c ≠ 0`. -/
def energySlope (c z : ℝ) : ℝ :=
  -(1 - exponent z + 2 * z ^ 2) / (z * c * (2 * exponent z + 1))

/-- For `0 < z < 1` the exponent lies strictly between 0 and 1 and satisfies `g² = 1 - z²`. -/
theorem exponent_facts {z : ℝ} (hz : 0 < z) (hz1 : z < 1) :
    0 < exponent z ∧ exponent z < 1 ∧ exponent z ^ 2 = 1 - z ^ 2 := by
  have h : 0 < 1 - z ^ 2 := by nlinarith
  have hg : 0 < exponent z := Real.sqrt_pos.mpr h
  have hs : exponent z ^ 2 = 1 - z ^ 2 := Real.sq_sqrt h.le
  exact ⟨hg, by nlinarith [pow_pos hz 2], hs⟩

/-- If `r^g u` obeys `(r^g u)' = (k/r) r^g u + (A + t/r) r^g v` near the nucleus, with `u` and `v`
analytic at 0, then the two lowest orders in `r` match on both sides. -/
theorem origin_matching {u v : ℝ → ℝ} {g k A t : ℝ}
    (hu : AnalyticAt ℝ u 0) (hv : AnalyticAt ℝ v 0)
    (h : ∀ᶠ r in 𝓝[>] (0 : ℝ), HasDerivAt (fun x => x ^ g * u x)
      (k / r * (r ^ g * u r) + (A + t / r) * (r ^ g * v r)) r) :
    (g - k) * u 0 = t * v 0 ∧ (1 + g - k) * deriv u 0 = A * v 0 + t * deriv v 0 := by
  have hua : ∀ᶠ r in 𝓝[>] (0 : ℝ), AnalyticAt ℝ u r :=
    hu.eventually_analyticAt.filter_mono nhdsWithin_le_nhds
  -- remove the common factor r^g
  have hF : ∀ᶠ r in 𝓝[>] (0 : ℝ),
      r * deriv u r + (g - k) * u r - (A * r + t) * v r = 0 := by
    filter_upwards [h, hua, self_mem_nhdsWithin] with r hr hur hr0
    have hpos : 0 < r := hr0
    have e := hr.unique ((Real.hasDerivAt_rpow_const (p := g) (Or.inl hpos.ne')).fun_mul
      hur.differentiableAt.hasDerivAt)
    rw [Real.rpow_sub_one hpos.ne'] at e
    have hr1 : r * r⁻¹ = 1 := mul_inv_cancel₀ hpos.ne'
    apply mul_left_cancel₀ (Real.rpow_pos_of_pos hpos g).ne'
    linear_combination (-r) * e - ((g - k) * r ^ g * u r - t * r ^ g * v r) * hr1
  have hd : HasDerivAt (fun r => r * deriv u r + (g - k) * u r - (A * r + t) * v r)
      ((1 + g - k) * deriv u 0 - (A * v 0 + t * deriv v 0)) 0 := by
    have h1 := (hasDerivAt_id' (0 : ℝ)).fun_mul hu.deriv.differentiableAt.hasDerivAt
    have h2 := hu.differentiableAt.hasDerivAt.const_mul (g - k)
    have h3 := (((hasDerivAt_id' (0 : ℝ)).const_mul A).add_const t).fun_mul
      hv.differentiableAt.hasDerivAt
    exact ((h1.fun_add h2).fun_sub h3).congr_deriv (by ring)
  -- order zero: the limit r → 0
  have h0 : (0 : ℝ) * deriv u 0 + (g - k) * u 0 - (A * 0 + t) * v 0 = 0 :=
    tendsto_nhds_unique (hd.continuousAt.tendsto.mono_left nhdsWithin_le_nhds)
      (tendsto_const_nhds.congr' (hF.mono fun r hr => hr.symm))
  -- order one: the one-sided derivative at r = 0
  have hz : HasDerivWithinAt (fun r => r * deriv u r + (g - k) * u r - (A * r + t) * v r)
      0 (Set.Ioi 0) 0 :=
    (hasDerivWithinAt_const (0 : ℝ) (Set.Ioi 0) (0 : ℝ)).congr_of_eventuallyEq hF h0
  have h1 := (uniqueDiffWithinAt_Ioi (0 : ℝ)).eq_deriv _ hd.hasDerivWithinAt hz
  exact ⟨by linear_combination h0, by linear_combination h1⟩

/-- The relations between the first two series coefficients of the large and small components
of a regular solution, for `c ≠ 0`. -/
theorem nuclear_relations {c z E : ℝ} {f q : ℝ → ℝ} (hc : c ≠ 0)
    (s : RegularSolution c z E f q) :
    (exponent z - 1) * f 0 = z * q 0 ∧
    exponent z * deriv f 0 = (E + 2 * c ^ 2) / c * q 0 + z * deriv q 0 ∧
    (exponent z + 2) * deriv q 0 = -(E / c) * f 0 - z * deriv f 0 := by
  have hc1 : c * c⁻¹ = 1 := mul_inv_cancel₀ hc
  have hP := origin_matching (g := exponent z) (k := 1) (A := (E + 2 * c ^ 2) / c) (t := z)
    s.large_analytic s.small_analytic (by
      filter_upwards [s.radial] with r hr
      refine hr.1.congr_deriv ?_
      linear_combination (z / r * (r ^ exponent z * q r)) * hc1)
  have hQ := origin_matching (g := exponent z) (k := -1) (A := -(E / c)) (t := -z)
    s.small_analytic s.large_analytic (by
      filter_upwards [s.radial] with r hr
      refine hr.2.congr_deriv ?_
      linear_combination (-(z / r * (r ^ exponent z * f r))) * hc1)
  exact ⟨hP.1, by linear_combination hP.2, by linear_combination hQ.2⟩

/-- For `0 < z < 1` and `c > 0`, the ratio `p1/p0` of a regular solution is an affine function
of the energy with slope `energySlope c z`. -/
theorem first_coefficient_affine {c z E : ℝ} {f q : ℝ → ℝ} (hc : 0 < c) (hz : 0 < z)
    (hz1 : z < 1) (s : RegularSolution c z E f q) :
    deriv f 0 / f 0 = 2 * c * (exponent z + 2) * (exponent z - 1) / (z * (2 * exponent z + 1))
      + energySlope c z * E := by
  obtain ⟨e1, e2, e3⟩ := nuclear_relations hc.ne' s
  obtain ⟨hg, -, hs⟩ := exponent_facts hz hz1
  unfold energySlope
  generalize exponent z = g at *
  obtain ⟨A, hA⟩ : ∃ A, A = (E + 2 * c ^ 2) / c := ⟨_, rfl⟩
  obtain ⟨B, hB⟩ : ∃ B, B = E / c := ⟨_, rfl⟩
  rw [← hA] at e2
  rw [← hB] at e3
  rw [eq_div_iff hc.ne'] at hA hB
  -- eliminate the small component
  have key : deriv f 0 * (z * c * (2 * g + 1)) =
      ((g + 2) * (g - 1) * (2 * c ^ 2) - (1 - g + 2 * z ^ 2) * E) * f 0 := by
    linear_combination z * c * (g + 2) * e2 + z ^ 2 * c * e3 - z * c * deriv f 0 * hs
      - c * (g + 2) * A * e1 + (g + 2) * (g - 1) * f 0 * hA - z ^ 2 * f 0 * hB + f 0 * E * hs
  have h1 : z * (2 * g + 1) ≠ 0 := by positivity
  have h2 : z * c * (2 * g + 1) ≠ 0 := by positivity
  have rhs : 2 * c * (g + 2) * (g - 1) / (z * (2 * g + 1))
      + -(1 - g + 2 * z ^ 2) / (z * c * (2 * g + 1)) * E =
      ((g + 2) * (g - 1) * (2 * c ^ 2) - (1 - g + 2 * z ^ 2) * E) / (z * c * (2 * g + 1)) := by
    rw [div_mul_eq_mul_div, div_add_div _ _ h1 h2, div_eq_div_iff (mul_ne_zero h1 h2) h2]
    ring
  rw [rhs, div_eq_div_iff s.leading_ne h2]
  exact key

/-- For `0 < z < 1` and `c > 0` the energy slope is negative and at most `3z/c` in size. -/
theorem energySlope_bound {c z : ℝ} (hc : 0 < c) (hz : 0 < z) (hz1 : z < 1) :
    energySlope c z < 0 ∧ |energySlope c z| ≤ 3 * z / c := by
  obtain ⟨hg, hg1, hs⟩ := exponent_facts hz hz1
  unfold energySlope
  generalize exponent z = g at *
  have hN : 0 < 1 - g + 2 * z ^ 2 := by nlinarith [pow_pos hz 2]
  have hD : 0 < z * c * (2 * g + 1) := by positivity
  have hX := div_pos hN hD
  -- g² ≤ g gives 1 - g ≤ z²
  have hN3 : 1 - g + 2 * z ^ 2 ≤ 3 * z ^ 2 := by nlinarith
  rw [neg_div, abs_neg, abs_of_pos hX]
  refine ⟨neg_lt_zero.mpr hX, ?_⟩
  rw [div_le_div_iff₀ hD hc]
  have h1 := mul_le_mul_of_nonneg_right hN3 hc.le
  nlinarith [mul_pos (mul_pos (pow_pos hz 2) hc) hg]

/-- For `0 < z < 1` and `c > 0`, the shapes `f/f(0)` of two regular solutions at energies `E₁` and
`E₂` differ near the nucleus by `energySlope c z * (E₁ - E₂) * r` to first order in `r`. -/
theorem shape_difference {c z E₁ E₂ : ℝ} {f₁ q₁ f₂ q₂ : ℝ → ℝ} (hc : 0 < c) (hz : 0 < z)
    (hz1 : z < 1) (s₁ : RegularSolution c z E₁ f₁ q₁) (s₂ : RegularSolution c z E₂ f₂ q₂) :
    HasDerivAt (fun r => f₁ r / f₁ 0 - f₂ r / f₂ 0) (energySlope c z * (E₁ - E₂)) 0 := by
  refine ((s₁.large_analytic.differentiableAt.hasDerivAt.div_const (f₁ 0)).fun_sub
    (s₂.large_analytic.differentiableAt.hasDerivAt.div_const (f₂ 0))).congr_deriv ?_
  rw [first_coefficient_affine hc hz hz1 s₁, first_coefficient_affine hc hz hz1 s₂]
  ring

/-- For `0 < z < 1` and `c > 0`, the ratios `p1/p0` of two regular solutions differ by at most
`3z/c` times their energy difference. -/
theorem coefficient_difference_le {c z E₁ E₂ : ℝ} {f₁ q₁ f₂ q₂ : ℝ → ℝ} (hc : 0 < c)
    (hz : 0 < z) (hz1 : z < 1) (s₁ : RegularSolution c z E₁ f₁ q₁)
    (s₂ : RegularSolution c z E₂ f₂ q₂) :
    |deriv f₁ 0 / f₁ 0 - deriv f₂ 0 / f₂ 0| ≤ 3 * z / c * |E₁ - E₂| := by
  rw [first_coefficient_affine hc hz hz1 s₁, first_coefficient_affine hc hz hz1 s₂,
    add_sub_add_left_eq_sub, ← mul_sub, abs_mul]
  exact mul_le_mul_of_nonneg_right (energySlope_bound hc hz hz1).2 (abs_nonneg _)

/-- For `0 < z < 1` and `c > 0`, the exponential `f = exp(-z c r)` with `q = ((g - 1)/z) f` is a
regular solution at the energy `c² (g - 1)`. -/
theorem regularSolution_witness {c z : ℝ} (hc : 0 < c) (hz : 0 < z) (hz1 : z < 1) :
    RegularSolution c z (c ^ 2 * (exponent z - 1)) (fun r => Real.exp (-(z * c * r)))
      (fun r => (exponent z - 1) / z * Real.exp (-(z * c * r))) := by
  obtain ⟨-, -, hs⟩ := exponent_facts hz hz1
  have hk : (exponent z - 1) / z * z = exponent z - 1 := div_mul_cancel₀ _ hz.ne'
  have hk2 : (exponent z - 1) / z * (exponent z + 1) = -z := by
    rw [div_mul_eq_mul_div, div_eq_iff hz.ne']
    linear_combination hs
  generalize (exponent z - 1) / z = k at hk hk2 ⊢
  refine ⟨by fun_prop, by fun_prop, (Real.exp_pos _).ne', ?_⟩
  unfold RadialDirac
  filter_upwards [self_mem_nhdsWithin] with r hr0
  have hpos : 0 < r := hr0
  have hw := Real.hasDerivAt_rpow_const (p := exponent z) (Or.inl hpos.ne')
  rw [Real.rpow_sub_one hpos.ne'] at hw
  have he : HasDerivAt (fun x => Real.exp (-(z * c * x)))
      (Real.exp (-(z * c * r)) * (-(z * c * 1))) r :=
    (((hasDerivAt_id' r).const_mul (z * c)).fun_neg).exp
  have a1 : (c ^ 2 * (exponent z - 1) + 2 * c ^ 2 + z * c / r) / c
      = c * (exponent z + 1) + z / r := by
    rw [div_eq_iff hc.ne']
    ring
  have a2 : (c ^ 2 * (exponent z - 1) + z * c / r) / c = c * (exponent z - 1) + z / r := by
    rw [div_eq_iff hc.ne']
    ring
  rw [a1, a2]
  constructor
  · refine (hw.fun_mul he).congr_deriv ?_
    linear_combination (-(r ^ exponent z * Real.exp (-(z * c * r)) / r)) * hk
      - c * r ^ exponent z * Real.exp (-(z * c * r)) * hk2
  · refine (hw.fun_mul (he.const_mul k)).congr_deriv ?_
    linear_combination (r ^ exponent z * Real.exp (-(z * c * r)) / r) * hk2
      - c * r ^ exponent z * Real.exp (-(z * c * r)) * hk

end

end DiracCoulombNucleus
```

```lean
#print axioms DiracCoulombNucleus.first_coefficient_affine
#print axioms DiracCoulombNucleus.shape_difference
#print axioms DiracCoulombNucleus.coefficient_difference_le
```

```
'DiracCoulombNucleus.first_coefficient_affine' depends on axioms: [propext, Classical.choice, Quot.sound]
'DiracCoulombNucleus.shape_difference' depends on axioms: [propext, Classical.choice, Quot.sound]
'DiracCoulombNucleus.coefficient_difference_le' depends on axioms: [propext, Classical.choice, Quot.sound]
```

## From the Lean statements to the atom

`RadialDirac` states the two equations with `HasDerivAt`; `∀ᶠ r in 𝓝[>] (0 : ℝ)` means all sufficiently small positive $r$. `RegularSolution` adds analyticity, which selects the $r^{+g}$ branch, and $f(0)\neq0$. In the theorems `exponent z` is $g$, `energySlope c z` is $S$, and `deriv f 0 / f 0` is $p_1/p_0$.

`origin_matching` removes $r^g$ and moves everything to one side. The resulting function vanishes for small $r>0$, so its limit and its one-sided derivative at zero vanish too: these are the two orders matched above. `nuclear_relations` applies this to both equations. In `first_coefficient_affine`, the identity `key` is the elimination, and `energySlope_bound` follows the estimate just given.

`shape_difference` gives the derivative at the nucleus of the difference between two normalised shapes, namely $S(E_1-E_2)$. `coefficient_difference_le` bounds its size. Neither bounds the error at a finite grid radius.

`regularSolution_witness` verifies an explicit solution, $f=e^{-zcr}$ and $q=((g-1)/z)f$ at $E=c^2(g-1)$, for every allowed $c$ and $z$. At other energies a regular solution also exists, by the standard Frobenius series, but the Lean file does not prove this. No condition is imposed at large $r$, so $E$ need not be a bound-state energy.

The equations describe one electron and a point charge. Screening by other electrons would add terms to the potential, and a finite nucleus would change the leading power $r^g$ itself.
